# Under the acoustic sum rule, D(sq)/s² of a finite-range harmonic crystal with one atom per cell tends to the Christoffel matrix as s → 0

Let $S$ be a finite set of real vectors $R$ in $d$ dimensions, closed under $R\to-R$. Let $\Phi(R)$ be real $d\times d$ matrices with $\Phi(-R)=\Phi(R)$, and let $m>0$. Then the dynamical matrix

$$D(q)=\frac1m\sum_{R\in S}\Phi(R)\,e^{iq\cdot R}$$

is real for every real wave vector $q$. If also $\sum_R\Phi(R)=0$, then for real $s\to0$

$$\frac{D(sq)}{s^2}\to\Gamma(q)=-\frac1{2m}\sum_{R\in S}(q\cdot R)^2\,\Phi(R).$$

## Force constants and rigid translations

The crystal has one atom of mass $m$ per cell, and $\Phi(R)$ couples the displacements of atoms separated by $R$, with the self-term at $R=0$. The condition $\sum_R\Phi(R)=0$ is the acoustic sum rule: a rigid translation produces no restoring force. Squared frequencies are eigenvalues of $D(q)$, so the limit links harmonic lattice dynamics with finite-range forces to sound waves.

## From cosines to the Christoffel matrix

Relabelling $R\to-R$ turns $\sum_R\Phi(R)\sin(q\cdot R)$ into its own negative, so it vanishes and

$$D(q)=\frac1m\sum_R\Phi(R)\cos(q\cdot R).$$

For real $x$, the half-angle formula gives

$$\frac{\cos(sx)-1}{s^2}=-2\left(\frac{\sin(sx/2)}{s}\right)^2\to-\frac{x^2}{2}.$$

The sum rule allows $\cos$ to be replaced by $\cos-1$:

$$\frac{D(sq)}{s^2}=\frac1m\sum_R\Phi(R)\,\frac{\cos(s\,q\cdot R)-1}{s^2}.$$

The sum is finite, so the limit may be taken term by term with $x=q\cdot R$, which gives $\Gamma(q)$. Expanding $(q\cdot R)^2=\sum_{c,e}q_cR_c\,q_eR_e$ shows that $\Gamma(q)$ is quadratic in $q$, with second moments of $\Phi$ as coefficients.

Conversely, suppose $D(sq)/s^2$ has a finite limit for one $q$. Multiplying by $s^2$ gives $D(sq)\to0$, while continuity gives $D(sq)\to\frac1m\sum_R\Phi(R)$. The sum rule follows. In this finite-range model, computed force constants that violate it therefore have no finite long-wave limit of this kind.

Now assume the sum rule again, and let $\det(D(sq)-\omega(s)^2)=0$ for small $s\ne0$, with $\omega(s)^2/s^2\to v^2$. Then

$$\det\left(\frac{D(sq)}{s^2}-\frac{\omega(s)^2}{s^2}\right)=s^{-2d}\det\left(D(sq)-\omega(s)^2\right)=0,$$

and continuity of the determinant gives $\det(\Gamma(q)-v^2)=0$. For a unit vector $q$, $|v|$ is the sound speed; for other $q\ne0$ the speed is $|v|/|q|$.

## Springs along one bond, and the chain

Let $K$ be a real $d\times d$ stiffness matrix. Take $S=\{0,a,-a\}$ with $a\ne0$, $\Phi(0)=2K$ and $\Phi(\pm a)=-K$. The sum is $2K-K-K=0$, and the two neighbours give $\Gamma(q)=\frac{(q\cdot a)^2}{m}K$. For $d=1$ and $K>0$ this is the monatomic chain, with sound speed $|a|\sqrt{K/m}$.

The same expansion has a neighbour without the sum rule: $(D(sq)-D(0))/s^2\to\Gamma(q)$, since subtracting $D(0)$ also turns $\cos$ into $\cos-1$.

## What the Lean definitions fix

`ForceConstants d` holds the mass, the set `S`, the matrices `Φ` and the two inversion conditions. `SumRule` is a separate hypothesis, which is what makes the converse meaningful. `D` has complex entries, so its reality is a theorem. Limits are taken over `𝓝[≠] 0`, that is, $s\to0$ with $s\ne0$.

`S` need not come from a lattice, and neither symmetry nor positivity of `Φ` is assumed. `christoffel_equation` takes the branch $\omega(s)$ and its limit as hypotheses. Infinite-range forces and crystals with several atoms per cell are not covered, and $\Gamma$ is not expressed through macroscopic elastic constants.

```lean
import Mathlib

open Filter Topology Matrix

noncomputable section

namespace LongWaveElasticity

/-- Force-constant data in `d` dimensions: a mass `m > 0`, a finite set `S` of real vectors closed
under negation, and real matrices `Φ R` with `Φ (-R) = Φ R` for `R` in `S`. -/
structure ForceConstants (d : ℕ) where
  m : ℝ
  m_pos : 0 < m
  S : Finset (Fin d → ℝ)
  neg_mem : ∀ R ∈ S, -R ∈ S
  Φ : (Fin d → ℝ) → Matrix (Fin d) (Fin d) ℝ
  even : ∀ R ∈ S, Φ (-R) = Φ R

variable {d : ℕ}

/-- The dynamical matrix `D(q) = (1/m) ∑ Φ(R) exp(i q·R)`. -/
def ForceConstants.D (C : ForceConstants d) (q : Fin d → ℝ) : Matrix (Fin d) (Fin d) ℂ :=
  Matrix.of fun a b => ((1 / C.m : ℝ) : ℂ) *
    ∑ R ∈ C.S, (C.Φ R a b : ℂ) * Complex.exp (((q ⬝ᵥ R : ℝ) : ℂ) * Complex.I)

/-- The Christoffel matrix `Γ(q) = -(1/2m) ∑ (q·R)² Φ(R)`. -/
def ForceConstants.christoffel (C : ForceConstants d) (q : Fin d → ℝ) :
    Matrix (Fin d) (Fin d) ℝ :=
  (-(1 / (2 * C.m))) • ∑ R ∈ C.S, (q ⬝ᵥ R) ^ 2 • C.Φ R

/-- The acoustic sum rule: the force constants add up to zero. -/
def ForceConstants.SumRule (C : ForceConstants d) : Prop := ∑ R ∈ C.S, C.Φ R = 0

/-- The dynamical matrix is real: each entry is a cosine sum over `S`. -/
theorem dynamical_real (C : ForceConstants d) (q : Fin d → ℝ) (a b : Fin d) :
    C.D q a b = ((1 / C.m * ∑ R ∈ C.S, C.Φ R a b * Real.cos (q ⬝ᵥ R) : ℝ) : ℂ) := by
  -- the sine terms of `R` and `-R` cancel
  have hodd : ∑ R ∈ C.S, C.Φ R a b * Real.sin (q ⬝ᵥ R) = 0 := by
    have h : ∑ R ∈ C.S, C.Φ R a b * Real.sin (q ⬝ᵥ R)
        = ∑ R ∈ C.S, -(C.Φ R a b * Real.sin (q ⬝ᵥ R)) := by
      refine Finset.sum_nbij' (fun R => -R) (fun R => -R) C.neg_mem C.neg_mem
        (fun R _ => neg_neg R) (fun R _ => neg_neg R) fun R hR => ?_
      rw [C.even R hR, dotProduct_neg, Real.sin_neg]
      ring
    rw [Finset.sum_neg_distrib] at h
    linarith
  have hsplit : ∑ R ∈ C.S, (C.Φ R a b : ℂ) * Complex.exp (((q ⬝ᵥ R : ℝ) : ℂ) * Complex.I)
      = ((∑ R ∈ C.S, C.Φ R a b * Real.cos (q ⬝ᵥ R) : ℝ) : ℂ)
        + ((∑ R ∈ C.S, C.Φ R a b * Real.sin (q ⬝ᵥ R) : ℝ) : ℂ) * Complex.I := by
    push_cast
    rw [Finset.sum_mul, ← Finset.sum_add_distrib]
    refine Finset.sum_congr rfl fun R _ => ?_
    rw [Complex.exp_mul_I]
    ring
  rw [ForceConstants.D, Matrix.of_apply, hsplit, hodd, Complex.ofReal_mul]
  simp

/-- For real `x`, `(cos(s x) - 1)/s²` tends to `-x²/2` as `s → 0`. -/
theorem cos_long_wave (x : ℝ) :
    Tendsto (fun s : ℝ => (s ^ 2)⁻¹ * (Real.cos (s * x) - 1)) (𝓝[≠] 0) (𝓝 (-(x ^ 2 / 2))) := by
  have h : HasDerivAt (fun t : ℝ => Real.sin (t * (x / 2))) (x / 2) 0 :=
    (hasDerivAt_mul_const (x := (0 : ℝ)) (x / 2)).sin.congr_deriv (by simp)
  have h2 := (h.tendsto_slope_zero.pow 2).const_mul (-2)
  rw [show -2 * (x / 2) ^ 2 = -(x ^ 2 / 2) by ring] at h2
  refine h2.congr fun s => ?_
  -- half-angle formula
  have hc : Real.cos (s * x) = 1 - 2 * Real.sin (s * (x / 2)) ^ 2 := by
    rw [show s * x = 2 * (s * (x / 2)) by ring, Real.cos_two_mul]
    linarith [Real.sin_sq_add_cos_sq (s * (x / 2))]
  rw [hc]
  simp only [zero_add, zero_mul, Real.sin_zero, sub_zero, smul_eq_mul]
  ring

/-- Long-wave limit: under the acoustic sum rule, `D(s q)/s²` tends to the Christoffel matrix
as `s → 0`. -/
theorem long_wave_limit (C : ForceConstants d) (hsum : C.SumRule) (q : Fin d → ℝ) :
    Tendsto (fun s : ℝ => ((s ^ 2 : ℝ) : ℂ)⁻¹ • C.D (s • q)) (𝓝[≠] 0)
      (𝓝 ((C.christoffel q).map Complex.ofReal)) := by
  refine tendsto_pi_nhds.2 fun a => tendsto_pi_nhds.2 fun b => ?_
  have h0 : ∑ R ∈ C.S, C.Φ R a b = 0 := by
    have h := congrFun (congrFun hsum a) b
    rwa [Matrix.sum_apply] at h
  have hlim : Tendsto (fun s : ℝ => 1 / C.m *
      ∑ R ∈ C.S, C.Φ R a b * ((s ^ 2)⁻¹ * (Real.cos (s * (q ⬝ᵥ R)) - 1))) (𝓝[≠] 0)
      (𝓝 (1 / C.m * ∑ R ∈ C.S, C.Φ R a b * (-((q ⬝ᵥ R) ^ 2 / 2)))) :=
    (tendsto_finsetSum _ fun R _ => (cos_long_wave (q ⬝ᵥ R)).const_mul _).const_mul _
  have hΓ : 1 / C.m * ∑ R ∈ C.S, C.Φ R a b * (-((q ⬝ᵥ R) ^ 2 / 2)) = C.christoffel q a b := by
    simp only [ForceConstants.christoffel, Matrix.smul_apply, Matrix.sum_apply, smul_eq_mul,
      Finset.mul_sum]
    refine Finset.sum_congr rfl fun R _ => ?_
    ring
  rw [hΓ] at hlim
  refine ((Complex.continuous_ofReal.tendsto _).comp hlim).congr fun s => ?_
  -- the sum rule removes the constant part of the cosine
  have hs : ∑ R ∈ C.S, C.Φ R a b * ((s ^ 2)⁻¹ * (Real.cos (s * (q ⬝ᵥ R)) - 1))
      = (s ^ 2)⁻¹ * ∑ R ∈ C.S, C.Φ R a b * Real.cos (s * (q ⬝ᵥ R)) := by
    have h : ∑ R ∈ C.S, C.Φ R a b * ((s ^ 2)⁻¹ * (Real.cos (s * (q ⬝ᵥ R)) - 1))
        = (s ^ 2)⁻¹ * ∑ R ∈ C.S, C.Φ R a b * Real.cos (s * (q ⬝ᵥ R))
          - (s ^ 2)⁻¹ * ∑ R ∈ C.S, C.Φ R a b := by
      rw [Finset.mul_sum, Finset.mul_sum, ← Finset.sum_sub_distrib]
      refine Finset.sum_congr rfl fun R _ => ?_
      ring
    rw [h, h0, mul_zero, sub_zero]
  rw [Function.comp_apply, hs, Matrix.smul_apply, dynamical_real, smul_eq_mul,
    ← Complex.ofReal_inv, ← Complex.ofReal_mul]
  simp only [smul_dotProduct, smul_eq_mul]
  congr 1
  ring

/-- Converse: if `D(s q)/s²` has a finite limit as `s → 0` along one `q`, then the acoustic
sum rule holds. -/
theorem sumRule_of_limit (C : ForceConstants d) (q : Fin d → ℝ) (L : Matrix (Fin d) (Fin d) ℂ)
    (hL : Tendsto (fun s : ℝ => ((s ^ 2 : ℝ) : ℂ)⁻¹ • C.D (s • q)) (𝓝[≠] 0) (𝓝 L)) :
    C.SumRule := by
  unfold ForceConstants.SumRule
  ext a b
  rw [Matrix.sum_apply, Matrix.zero_apply]
  have hcont : Continuous fun s : ℝ =>
      ((1 / C.m * ∑ R ∈ C.S, C.Φ R a b * Real.cos (s * (q ⬝ᵥ R)) : ℝ) : ℂ) := by
    fun_prop
  have h1 := (hcont.tendsto 0).mono_left (nhdsWithin_le_nhds (s := {(0 : ℝ)}ᶜ))
  have hent := ((continuous_id.matrix_elem a b).tendsto L).comp hL
  have hsq : Tendsto (fun s : ℝ => ((s ^ 2 : ℝ) : ℂ)) (𝓝[≠] 0) (𝓝 0) := by
    have hc : Continuous fun s : ℝ => ((s ^ 2 : ℝ) : ℂ) := by fun_prop
    have h := (hc.tendsto 0).mono_left (nhdsWithin_le_nhds (s := {(0 : ℝ)}ᶜ))
    simpa using h
  -- multiplying the finite limit by `s²` shows that `D(s q)` vanishes at long wavelength
  have h2 := hsq.mul hent
  rw [zero_mul] at h2
  have h3 := tendsto_nhds_unique h1 (h2.congr' (by
    filter_upwards [self_mem_nhdsWithin] with s hs
    have hs0 : ((s ^ 2 : ℝ) : ℂ) ≠ 0 := Complex.ofReal_ne_zero.2 (pow_ne_zero 2 hs)
    change ((s ^ 2 : ℝ) : ℂ) * (((s ^ 2 : ℝ) : ℂ)⁻¹ * C.D (s • q) a b) = _
    rw [mul_inv_cancel_left₀ hs0, dynamical_real]
    simp only [smul_dotProduct, smul_eq_mul]))
  have h4 := Complex.ofReal_eq_zero.1 h3
  simp only [zero_mul, Real.cos_zero, mul_one] at h4
  exact (mul_eq_zero.1 h4).resolve_left (one_div_ne_zero C.m_pos.ne')

/-- The Christoffel matrix is a quadratic form in the wave vector, whose coefficients are second
moments of the force constants. -/
theorem christoffel_moments (C : ForceConstants d) (q : Fin d → ℝ) (a b : Fin d) :
    C.christoffel q a b = ∑ c, ∑ e,
      (-(1 / (2 * C.m)) * ∑ R ∈ C.S, C.Φ R a b * R c * R e) * q c * q e := by
  have h : ∀ R : Fin d → ℝ, (q ⬝ᵥ R) ^ 2 = ∑ c, ∑ e, q c * R c * (q e * R e) := fun R => by
    rw [sq, dotProduct, Finset.sum_mul_sum]
  simp only [ForceConstants.christoffel, Matrix.smul_apply, Matrix.sum_apply, smul_eq_mul, h,
    Finset.mul_sum, Finset.sum_mul]
  refine Finset.sum_comm.trans (Finset.sum_congr rfl fun c _ => Finset.sum_comm.trans
    (Finset.sum_congr rfl fun e _ => Finset.sum_congr rfl fun R _ => ?_))
  ring

/-- Christoffel equation: under the acoustic sum rule, if `ω(s)²` solves the secular equation of
`D(s q)` for small `s ≠ 0` and `ω(s)²/s²` tends to `v²`, then `det(Γ(q) - v²) = 0`. -/
theorem christoffel_equation (C : ForceConstants d) (hsum : C.SumRule) (q : Fin d → ℝ)
    (ω : ℝ → ℝ) (v : ℝ)
    (hω : ∀ᶠ s in 𝓝[≠] (0 : ℝ), (C.D (s • q) - ((ω s ^ 2 : ℝ) : ℂ) • 1).det = 0)
    (hv : Tendsto (fun s => ω s ^ 2 / s ^ 2) (𝓝[≠] 0) (𝓝 (v ^ 2))) :
    (C.christoffel q - v ^ 2 • 1).det = 0 := by
  have h2 : Tendsto (fun s => ((ω s ^ 2 / s ^ 2 : ℝ) : ℂ) • (1 : Matrix (Fin d) (Fin d) ℂ))
      (𝓝[≠] 0) (𝓝 (((v ^ 2 : ℝ) : ℂ) • 1)) :=
    ((Complex.continuous_ofReal.tendsto _).comp hv).smul_const _
  -- the determinant is continuous, and it vanishes along the whole branch
  have h3 := ((continuous_id.matrix_det).tendsto _).comp ((long_wave_limit C hsum q).sub h2)
  have h4 := tendsto_nhds_unique h3 ((tendsto_const_nhds (x := (0 : ℂ))).congr' (by
    filter_upwards [hω] with s hs
    change (0 : ℂ) = (((s ^ 2 : ℝ) : ℂ)⁻¹ • C.D (s • q)
      - ((ω s ^ 2 / s ^ 2 : ℝ) : ℂ) • (1 : Matrix (Fin d) (Fin d) ℂ)).det
    have e : ((ω s ^ 2 / s ^ 2 : ℝ) : ℂ) = ((s ^ 2 : ℝ) : ℂ)⁻¹ * ((ω s ^ 2 : ℝ) : ℂ) := by
      push_cast
      ring
    rw [e, ← smul_smul, ← smul_sub, Matrix.det_smul, hs, mul_zero]))
  have h6 := Complex.ofRealHom.map_det (C.christoffel q - v ^ 2 • 1)
  have h7 : Complex.ofRealHom.mapMatrix (C.christoffel q - v ^ 2 • 1)
      = (C.christoffel q).map Complex.ofReal - ((v ^ 2 : ℝ) : ℂ) • 1 := by
    ext i j
    by_cases h : i = j <;> simp [h]
  rw [h7] at h6
  exact Complex.ofReal_eq_zero.1 (h6.trans h4)

/-- Atoms joined to their neighbours at `a` and `-a` by springs with stiffness matrix `K`. -/
def bondModel (m : ℝ) (hm : 0 < m) (a : Fin d → ℝ) (K : Matrix (Fin d) (Fin d) ℝ) :
    ForceConstants d where
  m := m
  m_pos := hm
  S := {0, a, -a}
  neg_mem := by
    intro R hR
    simp only [Finset.mem_insert, Finset.mem_singleton] at hR ⊢
    rcases hR with h | h | h <;> simp [h]
  Φ R := if R = 0 then (2 : ℝ) • K else -K
  even := by
    intro R _
    simp only [neg_eq_zero]

/-- For `a ≠ 0` the spring model obeys the acoustic sum rule, and its Christoffel matrix is
`((q·a)²/m) K`. -/
theorem bondModel_witness (m : ℝ) (hm : 0 < m) (a : Fin d → ℝ) (ha : a ≠ 0)
    (K : Matrix (Fin d) (Fin d) ℝ) (q : Fin d → ℝ) :
    (bondModel m hm a K).SumRule ∧
      (bondModel m hm a K).christoffel q = ((q ⬝ᵥ a) ^ 2 / m) • K := by
  have hne : a ≠ -a := fun h => ha (by
    ext i
    have h1 : a i = -a i := congrFun h i
    change a i = 0
    linarith)
  have h1 : (0 : Fin d → ℝ) ∉ ({a, -a} : Finset (Fin d → ℝ)) := by
    simp only [Finset.mem_insert, Finset.mem_singleton, not_or]
    exact ⟨ha.symm, fun h => ha (neg_eq_zero.1 h.symm)⟩
  have h2 : a ∉ ({-a} : Finset (Fin d → ℝ)) := by
    simpa only [Finset.mem_singleton] using hne
  have hs : ∀ f : (Fin d → ℝ) → Matrix (Fin d) (Fin d) ℝ,
      ∑ R ∈ ({0, a, -a} : Finset (Fin d → ℝ)), f R = f 0 + (f a + f (-a)) := fun f => by
    rw [Finset.sum_insert h1, Finset.sum_insert h2, Finset.sum_singleton]
  constructor
  · change ∑ R ∈ ({0, a, -a} : Finset (Fin d → ℝ)), (if R = 0 then (2 : ℝ) • K else -K) = 0
    rw [hs, if_pos rfl, if_neg ha, if_neg (neg_ne_zero.2 ha)]
    module
  · change (-(1 / (2 * m))) • ∑ R ∈ ({0, a, -a} : Finset (Fin d → ℝ)),
      (q ⬝ᵥ R) ^ 2 • (if R = 0 then (2 : ℝ) • K else -K) = _
    rw [hs, if_pos rfl, if_neg ha, if_neg (neg_ne_zero.2 ha), dotProduct_neg, dotProduct_zero]
    module

end LongWaveElasticity
```

```lean
#print axioms LongWaveElasticity.sumRule_of_limit
#print axioms LongWaveElasticity.christoffel_moments
#print axioms LongWaveElasticity.christoffel_equation
```

```
'LongWaveElasticity.sumRule_of_limit' depends on axioms: [propext, Classical.choice, Quot.sound]
'LongWaveElasticity.christoffel_moments' depends on axioms: [propext, Classical.choice, Quot.sound]
'LongWaveElasticity.christoffel_equation' depends on axioms: [propext, Classical.choice, Quot.sound]
```

## How the proof follows the calculation

- `dynamical_real` performs the relabelling with `Finset.sum_nbij'`; `Complex.exp_mul_I` splits the exponential.
- `cos_long_wave` obtains the limit of $\sin(sx/2)/s$ from the derivative of the sine at zero, then squares it.
- `long_wave_limit` works entry by entry. `hlim` sums the limits, `hΓ` identifies the result, and `hs` uses the sum rule.
- `sumRule_of_limit` compares the two limits of $D(sq)$ by `tendsto_nhds_unique`.
- `christoffel_moments` expands the square and exchanges the finite sums.
- `christoffel_equation` extracts the factor $s^{-2}$ with `Matrix.det_smul`, passes to the limit, and transfers the complex determinant back to the real one.
- `bondModel_witness` checks that $0$, $a$ and $-a$ are distinct, then evaluates both three-term sums.
